# The 4 × 4 spin-3/2 matrices obey the angular momentum commutation relations and have total squared spin 15/4 (ħ = 1)

The theorem `spin_algebra` concerns the three components of a single spin 3/2, written as explicit 4 × 4 complex matrices in the basis m = 3/2, 1/2, −1/2, −3/2, with ħ = 1. It states that [Jx, Jy] = iJz, together with the two cyclic relations, and that Jx² + Jy² + Jz² is 15/4 times the identity matrix. The attempt expands the matrix products with the general formula `spin_mul` and replaces the square of √3 by 3 using `s3_sq`. It then splits the four matrix identities into their entries and tries to close each one with `simp` followed by `ring`.

Lean 4 with Mathlib refuses this proof:

```lean
import Mathlib

open Matrix

namespace LuttingerInvariants

noncomputable section

/-- The number √3 as a complex matrix element. -/
def s3 : ℂ := ((Real.sqrt 3 : ℝ) : ℂ)

/-- The spin-3/2 matrix w Jz + (u J₊ + v J₋)/2 in the basis m = 3/2, 1/2, -1/2, -3/2. -/
def spin (u v w : ℂ) : Matrix (Fin 4) (Fin 4) ℂ :=
  !![3 * w / 2, s3 * u / 2, 0, 0; s3 * v / 2, w / 2, u, 0;
     0, v, -w / 2, s3 * u / 2; 0, 0, s3 * v / 2, -3 * w / 2]

/-- The x component of spin 3/2. -/
def Jx : Matrix (Fin 4) (Fin 4) ℂ := spin 1 1 0

/-- The y component of spin 3/2. -/
def Jy : Matrix (Fin 4) (Fin 4) ℂ := spin (-Complex.I) Complex.I 0

/-- The z component of spin 3/2. -/
def Jz : Matrix (Fin 4) (Fin 4) ℂ := spin 0 0 1

/-- The matrix element √3 squares to 3. -/
theorem s3_sq : s3 ^ 2 = 3 := by
  rw [s3, ← Complex.ofReal_pow, Real.sq_sqrt (by norm_num)]
  norm_num

/-- The product of two spin-3/2 matrices, entry by entry. -/
theorem spin_mul (u v w a b c : ℂ) : spin u v w * spin a b c =
    !![9 * (w * c) / 4 + s3 ^ 2 * (u * b) / 4, s3 * (3 * (w * a) + u * c) / 4,
        s3 * (u * a) / 2, 0;
       s3 * (3 * (v * c) + w * b) / 4, s3 ^ 2 * (v * a) / 4 + w * c / 4 + u * b,
        (w * a - u * c) / 2, s3 * (u * a) / 2;
       s3 * (v * b) / 2, (v * c - w * b) / 2,
        v * a + w * c / 4 + s3 ^ 2 * (u * b) / 4, -(s3 * (w * a + 3 * (u * c))) / 4;
       0, s3 * (v * b) / 2, -(s3 * (v * c + 3 * (w * b))) / 4,
        s3 ^ 2 * (v * a) / 4 + 9 * (w * c) / 4] := by
  ext i j
  fin_cases i <;> fin_cases j <;>
    simp [spin, Matrix.mul_apply, Fin.sum_univ_succ, -mul_eq_zero, -mul_eq_mul_left_iff,
      -mul_eq_mul_right_iff] <;> ring

set_option maxHeartbeats 400000 in
/-- The three matrices obey the angular momentum commutation relations, and the total
squared spin is 15/4. -/
theorem spin_algebra :
    Jx * Jy - Jy * Jx = Complex.I • Jz ∧ Jy * Jz - Jz * Jy = Complex.I • Jx ∧
    Jz * Jx - Jx * Jz = Complex.I • Jy ∧
    Jx * Jx + Jy * Jy + Jz * Jz = (15 / 4 : ℂ) • (1 : Matrix (Fin 4) (Fin 4) ℂ) := by
  simp only [Jx, Jy, Jz, spin_mul, s3_sq]
  refine ⟨?_, ?_, ?_, ?_⟩ <;> ext i j <;> fin_cases i <;> fin_cases j <;>
    simp [spin, -mul_eq_zero, -mul_eq_mul_left_iff, -mul_eq_mul_right_iff] <;> ring

end

end LuttingerInvariants
```

Messages:

```
Try this:
  [apply] ring_nf
  
  The `ring` tactic failed to close the goal. Use `ring_nf` to obtain a normal form.
    
  Note that `ring` works primarily in *commutative* rings. If you have a noncommutative ring, abelian group or module, consider using `noncomm_ring`, `abel` or `module` instead.
Try this:
  [apply] ring_nf
  
  The `ring` tactic failed to close the goal. Use `ring_nf` to obtain a normal form.
    
  Note that `ring` works primarily in *commutative* rings. If you have a noncommutative ring, abelian group or module, consider using `noncomm_ring`, `abel` or `module` instead.
Try this:
  [apply] ring_nf
  
  The `ring` tactic failed to close the goal. Use `ring_nf` to obtain a normal form.
    
  Note that `ring` works primarily in *commutative* rings. If you have a noncommutative ring, abelian group or module, consider using `noncomm_ring`, `abel` or `module` instead.
Try this:
  [apply] ring_nf
  
  The `ring` tactic failed to close the goal. Use `ring_nf` to obtain a normal form.
    
  Note that `ring` works primarily in *commutative* rings. If you have a noncommutative ring, abelian group or module, consider using `noncomm_ring`, `abel` or `module` instead.
Main.lean:52:83: error: unsolved goals
case refine_3.«0».«1»
⊢ s3 * (1 / 2) = s3 * Complex.I ^ 2 * (-1 / 2)

case refine_3.«1».«0»
⊢ s3 * (-1 / 2) = s3 * Complex.I ^ 2 * (1 / 2)

case refine_3.«2».«3»
⊢ s3 * (1 / 2) = s3 * Complex.I ^ 2 * (-1 / 2)

case refine_3.«3».«2»
⊢ s3 * (-1 / 2) = s3 * Complex.I ^ 2 * (1 / 2)
```

Diagnosis. The four "Try this" messages say that `ring` failed to close a goal and left a normal form. The final error lists the four goals left over, all entries of the third identity, [Jz, Jx] = iJy. Each is true, but only because i² = −1. `ring` proves identities that hold in every commutative ring, so it treats `Complex.I` as an unknown symbol and cannot evaluate `Complex.I ^ 2`. The hint about noncommutative rings does not apply, since the entries are complex numbers.

In these entries of iJy the factor `s3` stands between the two factors of `Complex.I`, so `simp` does not meet them as a direct product `Complex.I * Complex.I` that it could simplify.

The repair first runs `ring_nf`, which gathers the two factors into `Complex.I ^ 2`. On the goals that remain, `rw [Complex.I_sq]` replaces this power by −1, and the last `ring` checks the remaining arithmetic. Entries already closed by `simp` or `ring_nf` never reach the rewrite, because `<;>` passes on only the goals still open.

This version goes through:

```diff
@@ -53,5 +53,6 @@
   simp only [Jx, Jy, Jz, spin_mul, s3_sq]
   refine ⟨?_, ?_, ?_, ?_⟩ <;> ext i j <;> fin_cases i <;> fin_cases j <;>
-    simp [spin, -mul_eq_zero, -mul_eq_mul_left_iff, -mul_eq_mul_right_iff] <;> ring
+    simp [spin, -mul_eq_zero, -mul_eq_mul_left_iff, -mul_eq_mul_right_iff] <;>
+    ring_nf <;> rw [Complex.I_sq] <;> ring
 
 end
```
